# Energy-weighted transition sums as commutator expectation values in finite dimension

Let H and A be Hermitian matrices of the same finite size, and let the vectors e_n form an orthonormal basis of eigenvectors of H, with energies E_n. For every natural number k,

    Σ_n (E_n − E_0)^k |⟨e_n, A e_0⟩|² = ⟨e_0, A ad_H^k(A) e_0⟩,

where ad_H(B) = HB − BH, and ad_H^k(A) is the result of applying ad_H to A k times.

The left side describes a spectrum. If a system in the state e_0 is driven through the operator A, for instance a dipole moment in a light field, then |⟨e_n, A e_0⟩|² is the strength of the transition to e_n, and the sum weights each strength by a power of the excitation energy. The right side contains only the state e_0 and the two operators. In a configuration-interaction calculation, where H is a finite Hermitian matrix and e_0 is one of its eigenvectors, the weighted sum over all eigenstates can therefore be had without computing any eigenvector other than e_0.

The Lean theorems below hold for any eigenstate e_m in place of e_0, and they allow degenerate levels.

## States, commutators and weighted strengths

```lean
import Mathlib

open scoped InnerProductSpace

namespace CommutatorSumRules

noncomputable section

variable {V ι : Type*} [NormedAddCommGroup V] [InnerProductSpace ℂ V] [Fintype ι]
```

The last line fixes the setting. `V` is the state space, a complex vector space with an inner product, and `ι` is a finite set of labels for the eigenstates. Each theorem supplies an orthonormal basis of `V`, and in most of them `ι` labels it; `V` is then finite-dimensional. Hermitian matrices acting on column vectors are the case V = ℂ^d.

The inner product is written `⟪x, y⟫_ℂ`. It is linear in the second argument and antilinear in the first, as in Dirac's ⟨x|y⟩.

```lean
/-- The commutator `ad_H(B) = HB - BH` of two operators. -/
def ad (H B : Module.End ℂ V) : Module.End ℂ V := H * B - B * H
```

`Module.End ℂ V` is the type of linear operators from `V` to itself, and `*` between two operators means "apply the right one first". So `ad H B` is the commutator [H, B], with no factor of i or ħ. The letter `H` is only a placeholder in this definition: further down, `ad A (...)` is a commutator with A.

Lean writes k-fold application as `(ad H)^[k] A`. For k = 0 this is A itself, for k = 1 it is [H, A], and for k = 2 it is [H, [H, A]].

```lean
/-- The `k`-th energy-weighted moment of the transition strengths of `A` out of the state `e m`:
the sum over `n` of `(E n - E m)^k |⟨e n, A e m⟩|²`. -/
def moment (e : OrthonormalBasis ι ℂ V) (E : ι → ℝ) (A : Module.End ℂ V) (m : ι) (k : ℕ) : ℝ :=
  ∑ n, (E n - E m) ^ k * ‖⟪e n, A (e m)⟫_ℂ‖ ^ 2
```

This defines the real number

    S_k = Σ_n (E_n − E_m)^k |⟨e_n, A e_m⟩|².

Here `e` is the orthonormal basis, `E` assigns a real number to each label, and `m` is the reference state. The link between `E` and a Hamiltonian enters later, as a hypothesis of the theorems.

The name "moment" is used without normalisation: S_k is not divided by the total strength S_0. In atomic physics S(k) often denotes a moment of the oscillator strengths, which already contain one factor of the excitation energy, so the numbering there is shifted by one.

For k = 0 every energy factor equals 1, including the one for n = m, so S_0 contains the diagonal term |⟨e_m, A e_m⟩|². For k ≥ 1 that term vanishes, as do those of all states degenerate with e_m.

## Each commutator contributes an energy difference

```lean
/-- Resolution of the identity: a complete orthonormal set of states may be inserted to the
right of an operator `X` in a matrix element. -/
theorem inner_apply_eq_sum (e : OrthonormalBasis ι ℂ V) (X : Module.End ℂ V) (x v : V) :
    ⟪x, X v⟫_ℂ = ∑ i, ⟪x, X (e i)⟫_ℂ * ⟪e i, v⟫_ℂ := by
  conv_lhs => rw [← e.sum_repr' v]
  simp only [map_sum, map_smul, inner_sum, inner_smul_right]
  exact Finset.sum_congr rfl fun i _ => mul_comm _ _
```

A Lean theorem lists its data and hypotheses in brackets, then gives its claim after the colon, and its proof after `:= by`. The claim here is the insertion of a complete set of states:

    ⟨x, X v⟩ = Σ_i ⟨x, X e_i⟩ ⟨e_i, v⟩.

By hand, expand v in the basis, apply X, and take the inner product with x:

    v = Σ_i ⟨e_i, v⟩ e_i
    X v = Σ_i ⟨e_i, v⟩ X e_i
    ⟨x, X v⟩ = Σ_i ⟨e_i, v⟩ ⟨x, X e_i⟩.

The Lean proof takes the same route. The rewrite with `e.sum_repr' v` is the expansion of v, the `simp only` line uses linearity to move the sum and the coefficients outside, and the last line exchanges the two factors in each term.

```lean
/-- If `H` has the orthonormal eigenbasis `e` with real energies `E`, then it acts to the left
on an eigenstate as multiplication by the energy. -/
theorem inner_eigenstate_apply (e : OrthonormalBasis ι ℂ V) {E : ι → ℝ} {H : Module.End ℂ V}
    (hE : ∀ n, H (e n) = (E n : ℂ) • e n) (n : ι) (v : V) :
    ⟪e n, H v⟫_ℂ = (E n : ℂ) * ⟪e n, v⟫_ℂ := by
  classical
  rw [inner_apply_eq_sum e]
  simp [hE, orthonormal_iff_ite.mp e.orthonormal]
```

The hypothesis `hE` is the eigenvalue equation H e_n = E_n e_n for every n. The claim is that H can act to the left on an eigenstate:

    ⟨e_n, H v⟩ = E_n ⟨e_n, v⟩.

A textbook would quote the Hermiticity of H at this point. It is not listed as a hypothesis, because an operator with an orthonormal eigenbasis and real eigenvalues is already Hermitian. The derivation uses the basis directly, through the previous theorem:

    ⟨e_n, H v⟩ = Σ_i ⟨e_n, H e_i⟩ ⟨e_i, v⟩
               = Σ_i E_i δ_ni ⟨e_i, v⟩
               = E_n ⟨e_n, v⟩,

where δ_ni is 1 for n = i and 0 otherwise. In Lean, the `rw` step is the first line, and `simp` does the rest from the eigenvalue equation and orthonormality.

```lean
/-- Between eigenstates of `H` taken from an orthonormal eigenbasis, the `k`-fold commutator of
`H` with `B` has the matrix element of `B` times the `k`-th power of the energy difference. -/
theorem inner_nested_commutator (e : OrthonormalBasis ι ℂ V) {E : ι → ℝ} {H : Module.End ℂ V}
    (hE : ∀ n, H (e n) = (E n : ℂ) • e n) (B : Module.End ℂ V) (n m : ι) (k : ℕ) :
    ⟪e n, ((ad H)^[k] B) (e m)⟫_ℂ = ((E n : ℂ) - E m) ^ k * ⟪e n, B (e m)⟫_ℂ := by
  induction k with
  | zero => simp
  | succ k ih =>
    -- one more commutator: H acts to the left with E n and to the right with E m
    rw [Function.iterate_succ_apply', ad, LinearMap.sub_apply, Module.End.mul_apply,
      Module.End.mul_apply, inner_sub_right, inner_eigenstate_apply e hE, hE, map_smul,
      inner_smul_right, ih]
    ring
```

For any operator B, Hermitian or not,

    ⟨e_n, ad_H^k(B) e_m⟩ = (E_n − E_m)^k ⟨e_n, B e_m⟩.

The proof is by induction on k. For k = 0 both sides are ⟨e_n, B e_m⟩. For the step, write C_k for ad_H^k(B), so that C_{k+1} = H C_k − C_k H. Then

    ⟨e_n, C_{k+1} e_m⟩ = ⟨e_n, H C_k e_m⟩ − ⟨e_n, C_k H e_m⟩
                       = E_n ⟨e_n, C_k e_m⟩ − E_m ⟨e_n, C_k e_m⟩
                       = (E_n − E_m) ⟨e_n, C_k e_m⟩,

and the induction hypothesis supplies the remaining k factors.

In the Lean version, `Function.iterate_succ_apply'` splits off the outermost commutator. The lemma `inner_eigenstate_apply` lets H act to the left, `hE` lets it act to the right, and `ih` is the induction hypothesis. The final `ring` collects the energy factors.

This is the familiar behaviour of the Heisenberg picture. A time derivative is a commutator with H times i/ħ, and it multiplies the matrix element between e_n and e_m by i(E_n − E_m)/ħ.

## From matrix elements to the sum rule

```lean
/-- Let `H` have the orthonormal eigenbasis `e` with real energies `E`, and let `A` be Hermitian.
The expectation value of `ad_H^j(A) ad_H^k(A)` in an eigenstate is `(-1)^j` times the moment of
order `j + k`. -/
theorem expectation_nested_mul_nested (e : OrthonormalBasis ι ℂ V) {E : ι → ℝ}
    {H A : Module.End ℂ V} (hE : ∀ n, H (e n) = (E n : ℂ) • e n) (hA : A.IsSymmetric)
    (m : ι) (j k : ℕ) :
    ⟪e m, ((ad H)^[j] A) (((ad H)^[k] A) (e m))⟫_ℂ
      = (-1) ^ j * (moment e E A m (j + k) : ℂ) := by
  rw [inner_apply_eq_sum e, moment, Complex.ofReal_sum, Finset.mul_sum]
  refine Finset.sum_congr rfl fun n _ => ?_
  rw [inner_nested_commutator e hE, inner_nested_commutator e hE]
  -- Hermiticity of A turns the two matrix elements into a squared modulus
  have h : ⟪e m, A (e n)⟫_ℂ * ⟪e n, A (e m)⟫_ℂ = ((‖⟪e n, A (e m)⟫_ℂ‖ ^ 2 : ℝ) : ℂ) := by
    rw [← hA (e m) (e n), ← inner_conj_symm (A (e m)) (e n), mul_comm, Complex.mul_conj,
      Complex.normSq_eq_norm_sq]
  -- the left factor carries the opposite energy difference
  have hs : ((E m : ℂ) - E n) ^ j = (-1) ^ j * ((E n : ℂ) - E m) ^ j := by
    rw [← mul_pow]
    congr 1
    ring
  push_cast at h ⊢
  rw [hs, pow_add]
  linear_combination
    (-1) ^ j * ((E n : ℂ) - E m) ^ j * ((E n : ℂ) - E m) ^ k * h
```

The hypothesis `hA : A.IsSymmetric` says that ⟨A x, y⟩ = ⟨x, A y⟩ for all x and y. This is what a physicist calls Hermitian, whatever the word "symmetric" may suggest about real matrices. The claim is

    ⟨e_m, ad_H^j(A) ad_H^k(A) e_m⟩ = (−1)^j S_{j+k}.

To derive it, insert the identity between the two nested commutators and apply the previous theorem to each factor:

    ⟨e_m, ad_H^j(A) ad_H^k(A) e_m⟩
      = Σ_n ⟨e_m, ad_H^j(A) e_n⟩ ⟨e_n, ad_H^k(A) e_m⟩
      = Σ_n (E_m − E_n)^j (E_n − E_m)^k ⟨e_m, A e_n⟩ ⟨e_n, A e_m⟩.

Since A is Hermitian, ⟨e_m, A e_n⟩ = ⟨A e_m, e_n⟩, which is the complex conjugate of ⟨e_n, A e_m⟩. The product of the two matrix elements is therefore |⟨e_n, A e_m⟩|². The left factor carries the energy difference with the opposite sign, and

    (E_m − E_n)^j = (−1)^j (E_n − E_m)^j.

The powers combine to j + k, and the sum is (−1)^j S_{j+k}.

The two facts just used appear in the Lean proof as `h` (the squared modulus) and `hs` (the sign). The closing `linear_combination` multiplies `h` by the energy factors and confirms that the two sides of each term agree. The notation `(... : ℂ)` around the moment regards a real number as a complex one, so the equation also says that this expectation value is real.

```lean
/-- The sum rule of order `k`: for `H` with orthonormal eigenbasis `e` and real energies `E`, and
for Hermitian `A`, the sum over `n` of `(E n - E m)^k |⟨e n, A e m⟩|²` equals
`⟨e m, A ad_H^k(A) e m⟩`. -/
theorem moment_sum_rule (e : OrthonormalBasis ι ℂ V) {E : ι → ℝ}
    {H A : Module.End ℂ V} (hE : ∀ n, H (e n) = (E n : ℂ) • e n) (hA : A.IsSymmetric)
    (m : ι) (k : ℕ) :
    ((∑ n, (E n - E m) ^ k * ‖⟪e n, A (e m)⟫_ℂ‖ ^ 2 : ℝ) : ℂ)
      = ⟪e m, A (((ad H)^[k] A) (e m))⟫_ℂ := by
  have h := expectation_nested_mul_nested e hE hA m 0 k
  rw [Function.iterate_zero_apply, pow_zero, one_mul, zero_add] at h
  exact h.symm
```

This is the sum rule stated at the top, with e_m as the reference state:

    Σ_n (E_n − E_m)^k |⟨e_n, A e_m⟩|² = ⟨e_m, A ad_H^k(A) e_m⟩.

It is the case j = 0 of the previous theorem, since ad_H^0(A) = A and (−1)^0 = 1. The Lean proof makes this substitution, simplifies, and reads the equation from right to left with `h.symm`. For k = 0 the rule reduces to S_0 = ⟨e_m, A² e_m⟩.

In a configuration-interaction calculation, the nested commutators never have to be formed as matrices. Because H e_0 = E_0 e_0, a commutator acting on e_0 simplifies to

    ad_H(B) e_0 = (H − E_0) B e_0.

One starts from the vector w_0 = A e_0, with A the dipole matrix for instance, and forms w_k = (H − E_0) w_{k−1} repeatedly. Then S_k = ⟨w_0, w_k⟩. Each further moment takes at most one more product of the Hamiltonian matrix with a vector.

```lean
/-- The sum rule for Hermitian `H` and `A` on a state space of finite dimension `d`, with the
eigenstates and energies of `H` supplied by the spectral theorem. -/
theorem moment_sum_rule_of_hermitian [FiniteDimensional ℂ V] {d : ℕ}
    (hd : Module.finrank ℂ V = d) {H A : Module.End ℂ V} (hH : H.IsSymmetric)
    (hA : A.IsSymmetric) (m : Fin d) (k : ℕ) :
    (moment (hH.eigenvectorBasis hd) (hH.eigenvalues hd) A m k : ℂ)
      = ⟪hH.eigenvectorBasis hd m, A (((ad H)^[k] A) (hH.eigenvectorBasis hd m))⟫_ℂ :=
  moment_sum_rule (hH.eigenvectorBasis hd) (fun i => hH.apply_eigenvectorBasis hd i) hA m k
```

The earlier theorems receive the eigenbasis as data. This one starts from a Hermitian H on a space of dimension `d` and takes the eigenbasis and the energies from the spectral theorem, under the names `hH.eigenvectorBasis hd` and `hH.eigenvalues hd`. The proof hands these to `moment_sum_rule`, together with the eigenvalue equation they satisfy.

The label `m : Fin d` runs over 0, …, d − 1. The theorem does not say that label 0 is the ground state; it holds for every label, so the ground state is included wherever it stands in the list.

## Odd orders, even orders and the double commutator

```lean
/-- For `H` with orthonormal eigenbasis `e` and real energies `E`, and for Hermitian `A`, the
expectation value of `[A, ad_H^k(A)]` in an eigenstate is `1 - (-1)^k` times the `k`-th moment:
twice the moment for odd `k`, and zero for even `k`. -/
theorem expectation_commutator_nested (e : OrthonormalBasis ι ℂ V) {E : ι → ℝ}
    {H A : Module.End ℂ V} (hE : ∀ n, H (e n) = (E n : ℂ) • e n) (hA : A.IsSymmetric)
    (m : ι) (k : ℕ) :
    ⟪e m, (ad A ((ad H)^[k] A)) (e m)⟫_ℂ = (1 - (-1) ^ k) * (moment e E A m k : ℂ) := by
  have h1 := expectation_nested_mul_nested e hE hA m 0 k
  have h2 := expectation_nested_mul_nested e hE hA m k 0
  rw [Function.iterate_zero_apply, pow_zero, one_mul, zero_add] at h1
  rw [Function.iterate_zero_apply, add_zero] at h2
  rw [ad, LinearMap.sub_apply, Module.End.mul_apply, Module.End.mul_apply, inner_sub_right,
    h1, h2]
  ring
```

Here the product of A with the nested commutator is replaced by their commutator:

    ⟨e_m, [A, ad_H^k(A)] e_m⟩ = (1 − (−1)^k) S_k.

Write the commutator as a difference and evaluate both parts with the general formula, once with the orders (0, k) and once with (k, 0):

    ⟨e_m, A ad_H^k(A) e_m⟩ = S_k
    ⟨e_m, ad_H^k(A) A e_m⟩ = (−1)^k S_k.

These are `h1` and `h2` in the proof, and subtracting them gives the result. For odd k the expectation value is 2 S_k. For even k it is zero, so the commutator form carries no information about the even moments.

```lean
/-- The double-commutator sum rule: for `H` with orthonormal eigenbasis `e` and real energies `E`,
and for Hermitian `A`, the expectation value of `[A, [H, A]]` in an eigenstate is twice the
first energy-weighted moment. -/
theorem double_commutator_sum_rule (e : OrthonormalBasis ι ℂ V) {E : ι → ℝ}
    {H A : Module.End ℂ V} (hE : ∀ n, H (e n) = (E n : ℂ) • e n) (hA : A.IsSymmetric) (m : ι) :
    ⟪e m, (ad A (ad H A)) (e m)⟫_ℂ = 2 * (moment e E A m 1 : ℂ) := by
  have h := expectation_commutator_nested e hE hA m 1
  rw [Function.iterate_one] at h
  rw [h]
  ring

end

end CommutatorSumRules
```

Setting k = 1 gives the double-commutator sum rule:

    ⟨e_m, [A, [H, A]] e_m⟩ = 2 Σ_n (E_n − E_m) |⟨e_n, A e_m⟩|².

If e_m is a ground state, no term on the right is negative, and neither is the expectation value on the left.

The best-known use of this formula concerns a particle of mass M on a line, with A = x and H = p²/(2M) + U(x). The canonical commutator gives [x, [H, x]] = ħ²/M, and the first moment becomes ħ²/(2M) for any potential U, which is the Thomas–Reiche–Kuhn rule for one particle. Getting there from the theorem takes a step that its hypotheses do not supply, the passage to infinite dimension, with unbounded operators and a possible continuous spectrum. Finite matrices can give this value in some eigenstates, but not in all of them at once: the expectation values of the double commutator over the whole eigenbasis add up to its trace, and the trace of a commutator of finite matrices is zero. In a truncated basis the rule still holds exactly, but with the double commutator of the truncated matrices on the left.

The same argument also gives a rule for two operators. If A and B are any operators on the same finite-dimensional space, inserting the identity between B and ad_H^k(A) yields

    Σ_n (E_n − E_m)^k ⟨e_m, B e_n⟩ ⟨e_n, A e_m⟩ = ⟨e_m, B ad_H^k(A) e_m⟩.

Choosing B as the adjoint of A restores the squared moduli for an A that is not Hermitian, such as a density fluctuation of given wave vector. This extension is derived here in prose and has no Lean proof above.

```lean
#print axioms CommutatorSumRules.moment_sum_rule_of_hermitian
#print axioms CommutatorSumRules.double_commutator_sum_rule
```

```
'CommutatorSumRules.moment_sum_rule_of_hermitian' depends on axioms: [propext, Classical.choice, Quot.sound]
'CommutatorSumRules.double_commutator_sum_rule' depends on axioms: [propext, Classical.choice, Quot.sound]
```
